# Haldane–Wu occupations at g and 1/g obey gn + m/g = 1 when their Boltzmann factors are x and x^(−1/g)

The mean occupation per state of a level is modelled through an auxiliary number \(w>0\) that solves Wu's equation \(w^g(1+w)^{1-g}=x\), where \(g>0\) is the exclusion parameter and \(x=e^{(\varepsilon-\mu)/kT}\) is called the Boltzmann factor, for a level of energy \(\varepsilon\) at chemical potential \(\mu\) and thermal energy \(kT\); the equation is taken as given here, not derived from a count of many-particle states. The occupation is then \(n=1/(w+g)\), and the file compares it with the occupation \(m\) of a second level whose exclusion parameter is \(1/g\).

In Lean 4 with Mathlib:

```lean
import Mathlib

open Set

namespace ExclusionStatisticsDuality

noncomputable section

/-- The left side of Wu's equation for exclusion parameter `g`; it is to be equated with `x = exp
((ε - μ) / kT)`, which is called the Boltzmann factor in this file. -/
def wuWeight (g w : ℝ) : ℝ := w ^ g * (1 + w) ^ (1 - g)

/-- The mean occupation of a level, in terms of the solution `w` of Wu's equation. -/
def occupation (g w : ℝ) : ℝ := 1 / (w + g)

/-- The Wu weight is the product of `1 + w` and a power of `w / (1 + w)`. -/
theorem wuWeight_eq {g w : ℝ} (hw : 0 < w) :
    wuWeight g w = (1 + w) * (w / (1 + w)) ^ g := by
  have h1 : 0 < 1 + w := by linarith
  rw [wuWeight, Real.div_rpow hw.le h1.le, Real.rpow_sub h1, Real.rpow_one]
  ring

/-- For `g > 0` the Wu weight increases strictly with `w > 0`. -/
theorem wuWeight_strictMonoOn {g : ℝ} (hg : 0 < g) :
    StrictMonoOn (wuWeight g) (Ioi 0) := by
  intro a ha b hb hab
  have ha' : 0 < a := ha
  have hb' : 0 < b := hb
  rw [wuWeight_eq ha', wuWeight_eq hb']
  -- both factors are positive and increasing
  have q : a / (1 + a) < b / (1 + b) := by
    rw [div_lt_div_iff₀ (by positivity) (by positivity)]
    nlinarith
  have r := Real.rpow_lt_rpow (by positivity : 0 ≤ a / (1 + a)) q hg
  exact mul_lt_mul'' (by linarith) r (by positivity) (by positivity)

/-- For every `g > 0` and every Boltzmann factor `x > 0`, Wu's equation has exactly one
positive solution. -/
theorem wu_existsUnique {g x : ℝ} (hg : 0 < g) (hx : 0 < x) :
    ∃! w : ℝ, 0 < w ∧ wuWeight g w = x := by
  -- a point where the weight is at most `x`
  obtain ⟨a, ha0, ha1, ha2⟩ : ∃ a : ℝ, 0 < a ∧ a ≤ 1 ∧ a ≤ (x / 2) ^ (1 / g) :=
    ⟨min 1 ((x / 2) ^ (1 / g)), lt_min one_pos (by positivity),
      min_le_left _ _, min_le_right _ _⟩
  have hlow : wuWeight g a ≤ x := by
    have e : ((x / 2) ^ (1 / g)) ^ g = x / 2 := by
      rw [← Real.rpow_mul (by positivity), one_div_mul_cancel hg.ne', Real.rpow_one]
    have q : a / (1 + a) ≤ (x / 2) ^ (1 / g) :=
      (div_le_self ha0.le (by linarith)).trans ha2
    have r := Real.rpow_le_rpow (by positivity) q hg.le
    rw [e] at r
    rw [wuWeight_eq ha0]
    calc (1 + a) * (a / (1 + a)) ^ g ≤ 2 * (x / 2) :=
          mul_le_mul (by linarith) r (by positivity) (by norm_num)
      _ = x := by ring
  -- a point where the weight is at least `x`
  obtain ⟨b, hb1, hb2⟩ : ∃ b : ℝ, 1 ≤ b ∧ x * 2 ^ g ≤ b :=
    ⟨max 1 (x * 2 ^ g), le_max_left _ _, le_max_right _ _⟩
  have hb0 : 0 < b := by linarith
  have hhigh : x ≤ wuWeight g b := by
    have e : (2 : ℝ) ^ g * (1 / 2 : ℝ) ^ g = 1 := by
      rw [← Real.mul_rpow (by norm_num) (by norm_num)]
      norm_num
    have q : (1 / 2 : ℝ) ≤ b / (1 + b) := by
      rw [div_le_div_iff₀ (by norm_num) (by positivity)]
      linarith
    have r := Real.rpow_le_rpow (by norm_num) q hg.le
    rw [wuWeight_eq hb0]
    calc x = x * 2 ^ g * (1 / 2 : ℝ) ^ g := by rw [mul_assoc, e, mul_one]
      _ ≤ (1 + b) * (b / (1 + b)) ^ g :=
          mul_le_mul (by linarith) r (by positivity) (by positivity)
  have hc : ContinuousOn (wuWeight g) (Icc a b) := by
    intro w hw
    have hw0 : 0 < w := lt_of_lt_of_le ha0 hw.1
    have h1 : 1 + w ≠ 0 := by positivity
    have h : ContinuousAt (fun w : ℝ => w ^ g * (1 + w) ^ (1 - g)) w := by
      apply ContinuousAt.mul
      · exact ContinuousAt.rpow_const (by fun_prop) (Or.inl hw0.ne')
      · exact ContinuousAt.rpow_const (by fun_prop) (Or.inl h1)
    exact h.continuousWithinAt
  obtain ⟨w, hw, hwx⟩ := intermediate_value_Icc (ha1.trans hb1) hc ⟨hlow, hhigh⟩
  have hw0 : 0 < w := lt_of_lt_of_le ha0 hw.1
  refine ⟨w, ⟨hw0, hwx⟩, ?_⟩
  rintro u ⟨hu, hux⟩
  exact (wuWeight_strictMonoOn hg).injOn hu hw0 (hux.trans hwx.symm)

/-- The logarithm of the Wu weight. -/
theorem log_wuWeight {g w : ℝ} (hw : 0 < w) :
    Real.log (wuWeight g w) = g * Real.log w + (1 - g) * Real.log (1 + w) := by
  have h1 : 0 < 1 + w := by linarith
  rw [wuWeight, Real.log_mul (Real.rpow_pos_of_pos hw _).ne'
    (Real.rpow_pos_of_pos h1 _).ne', Real.log_rpow hw, Real.log_rpow h1]

/-- For positive `g` and `w`, replacing `g` by `1 / g` and `w` by `1 / w` turns the Boltzmann factor
`x` into `x ^ (-1 / g)`. -/
theorem wuWeight_dual {g w : ℝ} (hg : 0 < g) (hw : 0 < w) :
    wuWeight (1 / g) (1 / w) = wuWeight g w ^ (-(1 / g)) := by
  have h1 : 0 < 1 + w := by linarith
  have hv : 0 < 1 / w := by positivity
  have hp : 0 < wuWeight g w := by unfold wuWeight; positivity
  have hq : 0 < wuWeight (1 / g) (1 / w) := by unfold wuWeight; positivity
  have e1 : Real.log (1 / w) = -Real.log w := by rw [one_div, Real.log_inv]
  have e2 : Real.log (1 + 1 / w) = Real.log (1 + w) - Real.log w := by
    rw [← Real.log_div h1.ne' hw.ne', add_div, div_self hw.ne']
    exact congrArg Real.log (add_comm _ _)
  have hgi : 1 / g * g = 1 := one_div_mul_cancel hg.ne'
  -- compare logarithms of the two positive sides
  apply Real.log_injOn_pos (mem_Ioi.mpr hq) (mem_Ioi.mpr (Real.rpow_pos_of_pos hp _))
  rw [log_wuWeight hv, Real.log_rpow hp, log_wuWeight hw, e1, e2]
  linear_combination (Real.log w - Real.log (1 + w)) * hgi

/-- For positive `g` and `w`, the occupations belonging to `(g, w)` and `(1 / g, 1 / w)`, weighted
by their exclusion parameters, add up to one. -/
theorem occupation_dual {g w : ℝ} (hg : 0 < g) (hw : 0 < w) :
    g * occupation g w + 1 / g * occupation (1 / g) (1 / w) = 1 := by
  have hs : w + g ≠ 0 := by positivity
  have e : 1 / w + 1 / g = (w + g) / (w * g) := by
    rw [div_add_div _ _ hw.ne' hg.ne']
    ring
  have hgi : 1 / g * g = 1 := one_div_mul_cancel hg.ne'
  have hsi : (w + g) * (1 / (w + g)) = 1 := mul_one_div_cancel hs
  rw [occupation, occupation, e, one_div_div]
  linear_combination w * (1 / (w + g)) * hgi + hsi

/-- Exclusion-statistics duality for `g > 0`: if `w > 0` solves Wu's equation for `g` at Boltzmann
factor `x`, and `v > 0` solves it for `1 / g` at `x ^ (-1 / g)`, then `v = 1 / w` and the
occupations weighted by their exclusion parameters add up to one. -/
theorem exclusion_duality {g x w v : ℝ} (hg : 0 < g) (hw : 0 < w) (hv : 0 < v)
    (hwx : wuWeight g w = x) (hvx : wuWeight (1 / g) v = x ^ (-(1 / g))) :
    v = 1 / w ∧ g * occupation g w + 1 / g * occupation (1 / g) v = 1 := by
  -- `1 / w` solves the dual equation, whose positive solution is unique
  have h : v = 1 / w :=
    (wuWeight_strictMonoOn (one_div_pos.mpr hg)).injOn hv (one_div_pos.mpr hw)
      (hvx.trans (by rw [wuWeight_dual hg hw, hwx]))
  refine ⟨h, ?_⟩
  rw [h]
  exact occupation_dual hg hw

/-- The occupation for semions, `g = 1 / 2`, as an explicit function of the Boltzmann factor. -/
theorem semion_occupation {x w : ℝ} (hw : 0 < w) (hwx : wuWeight (1 / 2) w = x) :
    occupation (1 / 2) w = 1 / √(x ^ 2 + 1 / 4) := by
  have h1 : 0 < 1 + w := by linarith
  have hx : x ^ 2 = w * (1 + w) := by
    rw [← hwx, wuWeight, show (1 : ℝ) - 1 / 2 = 1 / 2 by norm_num,
      ← Real.sqrt_eq_rpow, ← Real.sqrt_eq_rpow, mul_pow, Real.sq_sqrt hw.le,
      Real.sq_sqrt h1.le]
  have e : x ^ 2 + 1 / 4 = (w + 1 / 2) ^ 2 := by rw [hx]; ring
  rw [e, Real.sqrt_sq (by positivity), occupation]

/-- The occupation for exclusion parameter `g = 2` as an explicit function of the Boltzmann
factor `y`. -/
theorem double_exclusion_occupation {y v : ℝ} (hv : 0 < v) (hvy : wuWeight 2 v = y) :
    occupation 2 v = (1 - 1 / (2 * √(1 / y + 1 / 4))) / 2 := by
  have hy : 0 < y := by rw [← hvy, wuWeight]; positivity
  -- the dual particles are semions at Boltzmann factor `y ^ (-1 / 2)`
  have hdual : wuWeight (1 / 2) (1 / v) = y ^ (-(1 / 2) : ℝ) := by
    rw [wuWeight_dual two_pos hv, hvy]
  have hsq : (y ^ (-(1 / 2) : ℝ)) ^ 2 = 1 / y := by
    rw [pow_two, ← Real.rpow_add hy, show (-(1 / 2) : ℝ) + -(1 / 2) = -1 by norm_num,
      Real.rpow_neg_one, one_div]
  have hs := semion_occupation (one_div_pos.mpr hv) hdual
  rw [hsq] at hs
  have hd := occupation_dual two_pos hv
  rw [hs] at hd
  linear_combination (1 / 2) * hd

end

end ExclusionStatisticsDuality
```

```lean
#print axioms ExclusionStatisticsDuality.wu_existsUnique
-- 'ExclusionStatisticsDuality.wu_existsUnique' depends on axioms: [propext, Classical.choice, Quot.sound]
#print axioms ExclusionStatisticsDuality.exclusion_duality
-- 'ExclusionStatisticsDuality.exclusion_duality' depends on axioms: [propext, Classical.choice, Quot.sound]
#print axioms ExclusionStatisticsDuality.double_exclusion_occupation
-- 'ExclusionStatisticsDuality.double_exclusion_occupation' depends on axioms: [propext, Classical.choice, Quot.sound]
```

## Two levels with reciprocal exclusion parameters

In Haldane's picture, \(g\) is the number of single-particle states that one added particle blocks for the next. Wu's equation is the equilibrium condition for an ideal gas with that rule. A level stands there for a large group of states with the same energy, and its occupation is the mean number of particles per state. For a level of energy \(\varepsilon\), at chemical potential \(\mu\) and temperature \(T\), the Boltzmann factor is
\[
x=e^{(\varepsilon-\mu)/kT},
\]
with \(k\) the Boltzmann constant. Note the sign: this is the reciprocal of \(e^{-(\varepsilon-\mu)/kT}\), to which the name is more commonly given. The theorems are stated in terms of \(x\) directly, without energies or temperatures as variables.

The left side of Wu's equation is `wuWeight g w`, and \(1/(w+g)\) is `occupation g w`. All the variables are real numbers, and the powers are real powers, so \(g\) need not be rational.

The main theorem, `exclusion_duality`, takes positive numbers \(g\), \(w\) and \(v\). The hypothesis `hwx` says that \(w\) solves Wu's equation for \(g\) at Boltzmann factor \(x\). The hypothesis `hvx` says that \(v\) solves it for \(1/g\) at Boltzmann factor \(x^{-1/g}\). Positivity of \(x\) is not listed separately, because it follows from `hwx` and \(w>0\). There are two conclusions:
\[
v=\frac1w,\qquad g\,n+\frac1g\,m=1,
\]
where \(n=1/(w+g)\) and \(m=1/(v+1/g)\). The relation between \(v\) and \(w\) is thus a result: the two numbers enter as solutions of two separate equations.

## Filled and empty fractions of a level

Since \(w>0\), the occupation \(n\) lies below \(1/g\), which makes \(gn\) the filled fraction of the level. In the same way \(m/g\) is the filled fraction of the dual level. The sum rule says that the dual particles fill exactly the fraction that the original particles leave empty, and in this sense the duality exchanges particles with holes.

The dual Boltzmann factor is
\[
x^{-1/g}=e^{-(\varepsilon-\mu)/(g\,kT)}.
\]
At the same temperature, the dual level therefore lies on the other side of its chemical potential, at a distance scaled by \(1/g\); if \(\varepsilon=\mu\), both levels lie exactly at their chemical potentials.

For \(g=1\) Wu's equation reduces to \(w=x\), and \(n=1/(x+1)\) is the Fermi–Dirac occupation. The dual parameter is again 1, and the sum rule becomes \(m=1-n\). For non-interacting electrons in the grand canonical ensemble, \(n\) and \(1-n\) are the two contractions \(\langle c^\dagger c\rangle\) and \(\langle cc^\dagger\rangle\) of one spin-orbital that enter Wick's theorem.

The model covers one species with a single exclusion parameter, without mutual statistics between different species or levels. Bosons, \(g=0\), are left out, since they have no dual parameter \(1/g\).

## Wu's equation has exactly one positive solution

For \(w>0\), write \(W_g(w)=w^g(1+w)^{1-g}\). Collecting the powers of \(1+w\) gives
\[
W_g(w)=(1+w)\left(\frac{w}{1+w}\right)^{g},
\]
which is `wuWeight_eq`. The factor \(1+w\) increases with \(w\), and so does \(w/(1+w)=1-1/(1+w)\). Since \(g>0\), the power \((w/(1+w))^g\) increases too. A product of two positive, strictly increasing factors is strictly increasing, so \(W_g\) takes no value twice on \(w>0\). The lemma `wuWeight_strictMonoOn` follows this argument; it compares the two fractions by cross-multiplication and then multiplies the inequalities.

Existence needs one point where \(W_g\) is at most \(x\) and one where it is at least \(x\). For the first, take
\[
a=\min\!\left(1,(x/2)^{1/g}\right).
\]
Then \(1+a\le 2\) and \(a/(1+a)\le a\le (x/2)^{1/g}\), so
\[
W_g(a)\le 2\cdot\frac x2=x .
\]
For the second, take \(b=\max(1,2^g x)\). Then \(b/(1+b)\ge 1/2\) and \(1+b\ge 2^g x\), so
\[
W_g(b)\ge 2^g x\cdot 2^{-g}=x .
\]
Since \(a\le 1\le b\) and \(W_g\) is continuous on \([a,b]\), the intermediate value theorem gives a solution between them, and monotonicity makes it the only positive one. This is `wu_existsUnique`. Applied once to \((g,x)\) and once to \((1/g,x^{-1/g})\), it shows that for every \(g>0\) and \(x>0\) there are numbers \(w\) and \(v\) to which the duality applies.

## Why 1/w solves the dual equation

The logarithm of the weight, `log_wuWeight`, is
\[
\ln W_g(w)=g\ln w+(1-g)\ln(1+w).
\]
Replace \(g\) by \(1/g\) and \(w\) by \(1/w\), and use \(\ln(1+1/w)=\ln(1+w)-\ln w\):
\[
\begin{aligned}
\ln W_{1/g}(1/w)
&=-\frac1g\ln w+\left(1-\frac1g\right)\bigl(\ln(1+w)-\ln w\bigr)\\
&=-\ln w+\left(1-\frac1g\right)\ln(1+w).
\end{aligned}
\]
On the other side,
\[
-\frac1g\ln W_g(w)=-\ln w-\frac{1-g}{g}\ln(1+w)=-\ln w+\left(1-\frac1g\right)\ln(1+w).
\]
The two logarithms agree. Both weights are positive, and the logarithm is injective on positive numbers, so
\[
W_{1/g}(1/w)=W_g(w)^{-1/g}.
\]
This is `wuWeight_dual`. In its proof, `e1` and `e2` are the two rules for the logarithms of \(1/w\) and \(1+1/w\), and the closing `linear_combination` does the comparison above with the help of \((1/g)\,g=1\).

## The sum rule and the identification of v

For the pair \(w\) and \(1/w\), the sum rule is a matter of fractions. From
\[
\frac1w+\frac1g=\frac{w+g}{wg}
\]
the dual occupation is \(wg/(w+g)\), and therefore
\[
g\cdot\frac{1}{w+g}+\frac1g\cdot\frac{wg}{w+g}=\frac{g+w}{w+g}=1 .
\]
This is `occupation_dual`, which needs only \(g>0\) and \(w>0\) and makes no reference to Wu's equation.

Wu's equation enters in `exclusion_duality`. By hypothesis \(W_{1/g}(v)=x^{-1/g}\), and by `wuWeight_dual` also \(W_{1/g}(1/w)=x^{-1/g}\). Both \(v\) and \(1/w\) are positive, and \(W_{1/g}\) is strictly increasing there, so \(v=1/w\). Substituting this into the sum rule completes the proof.

## Closed forms for g = 1/2 and g = 2

For semions, \(g=1/2\), Wu's equation reads \(\sqrt{w(1+w)}=x\). Squaring it and completing the square gives
\[
x^2+\frac14=w^2+w+\frac14=\left(w+\frac12\right)^2,
\]
and since \(w+1/2\) is positive,
\[
n=\frac{1}{w+1/2}=\frac{1}{\sqrt{x^2+1/4}} .
\]
This is `semion_occupation`.

The theorem `double_exclusion_occupation` carries the formula over to \(g=2\). There \(v\) denotes the solution of Wu's equation for \(g=2\) at Boltzmann factor \(y\). By `wuWeight_dual`, \(1/v\) solves the semion equation at \(y^{-1/2}\), whose square is \(1/y\), so the semion occupation is \(1/\sqrt{1/y+1/4}\). The sum rule for \(g=2\) then reads
\[
2\,n_2+\frac12\cdot\frac{1}{\sqrt{1/y+1/4}}=1,
\]
where \(n_2\) is the occupation for \(g=2\). Solving for it gives
\[
n_2=\frac12\left(1-\frac{1}{2\sqrt{1/y+1/4}}\right).
\]

## Numbers for w = 2, and a negative root that breaks the duality

Take \(g=2\) and \(w=2\). Then
\[
x=\frac{w^2}{1+w}=\frac43,\qquad n=\frac{1}{2+2}=\frac14 .
\]
The dual parameter is \(1/2\), and the dual Boltzmann factor is \((4/3)^{-1/2}=\sqrt3/2\). The value \(v=1/2\) solves the dual equation, because \(\sqrt{\tfrac12\cdot\tfrac32}=\sqrt3/2\). It gives \(m=1/(\tfrac12+\tfrac12)=1\), and the sum is \(2\cdot\tfrac14+\tfrac12\cdot1=1\). The closed form for \(g=2\) agrees: at \(y=4/3\) the square root is \(\sqrt{3/4+1/4}=1\), and \(n_2=\tfrac12(1-\tfrac12)=\tfrac14\).

Without the hypothesis \(v>0\), both conclusions can fail. Take \(g=1/2\) and \(w=1\), so that \(x=\sqrt2\) and \(n=2/3\). The dual equation has parameter 2 and Boltzmann factor \(x^{-2}=1/2\):
\[
\frac{v^2}{1+v}=\frac12,\qquad\text{that is}\qquad 2v^2-v-1=0 .
\]
Its roots are \(v=1\), which equals \(1/w\), and \(v=-1/2\). The negative root gives \(m=1/(-\tfrac12+2)=2/3\), which exceeds the bound of \(1/2\) for a level with exclusion parameter 2. The weighted sum is then \(\tfrac12\cdot\tfrac23+2\cdot\tfrac23=\tfrac53\) instead of 1.
